# For powers of a single excitation, the CC and CI sets coincide exactly when the ranks are additively closed up to the maximal rank

Q: Let me fix the terms. $N$ is the maximal rank, $x$ is one excitation operator with $x^{N+1}=0$, $S$ is a set of positive ranks, and $V$ is the real span of the $x^k$ with $k\in S$. The configuration-interaction (CI) set is $1+V$ and the coupled-cluster (CC) set is $\exp(V)$. Where does such an $x$ occur?

A: The collective raising operator of $N$ two-level systems is an example: its powers up to $N$ are nonzero, and the next one vanishes. The algebra is $\mathbb R[x]/(x^{N+1})$, written `ExcAlg N`. `proj` sends a polynomial to its class, and `exc N` is $x$.

In Lean 4 with Mathlib:

```lean
import Mathlib

open Polynomial

namespace ClusterVersusCI

noncomputable section

/-- The real algebra `ℝ[x]/(x^(N+1))` generated by one excitation operator `x`. -/
abbrev ExcAlg (N : ℕ) := ℝ[X] ⧸ Ideal.span {(X : ℝ[X]) ^ (N + 1)}

/-- The map that reads a polynomial as an element of the truncated excitation algebra. -/
def proj (N : ℕ) : ℝ[X] →ₐ[ℝ] ExcAlg N :=
  Ideal.Quotient.mkₐ ℝ (Ideal.span {(X : ℝ[X]) ^ (N + 1)})

/-- The elementary excitation operator `x`. -/
def exc (N : ℕ) : ExcAlg N := proj N X
```

A: `ampl N S` is $V$. Ranks above $N$ may be in $S$, but they contribute only zero. `RankClosed N S` says that $i,j\in S$ and $i+j\le N$ imply $i+j\in S$.

```lean
/-- The space `V`, the real linear span of the excitations `x^k` with rank `k` in `S`. -/
abbrev ampl (N : ℕ) (S : Set ℕ) : Submodule ℝ (ExcAlg N) :=
  Submodule.span ℝ ((fun k : ℕ => exc N ^ k) '' S)

/-- The ranks in `S` are additively closed up to the maximal rank `N`. -/
def RankClosed (N : ℕ) (S : Set ℕ) : Prop :=
  ∀ i ∈ S, ∀ j ∈ S, i + j ≤ N → i + j ∈ S
```

Q: Your exponential is a finite sum. Is it the real one?

A: On $V$ it is. With $0\notin S$, every $t\in V$ has a factor $x$, so $t^{N+1}=0$ and the series through order $N+1$ omits nothing. Split it as
$$\exp t=1+t+D(t),\qquad D(t)=\sum_{k=2}^{N+1}\frac{t^k}{k!}.$$
`disconnected` is $D$. `clusterIter` is the iteration $t_0=0$, $t_{m+1}=v-D(t_m)$.

```lean
/-- The exponential series of a cluster operator, through order `N + 1`. -/
def clusterExp (N : ℕ) (t : ExcAlg N) : ExcAlg N :=
  ∑ k ∈ Finset.range (N + 2), ((k.factorial : ℝ)⁻¹) • t ^ k

/-- The terms of orders `2` to `N + 1` in the exponential series of `t`. -/
def disconnected (N : ℕ) (t : ExcAlg N) : ExcAlg N :=
  ∑ k ∈ Finset.range N, (((k + 2).factorial : ℝ)⁻¹) • t ^ (k + 2)

/-- The amplitude iteration `t ↦ v - disconnected t`, started from `t = 0`. -/
def clusterIter (N : ℕ) (v : ExcAlg N) : ℕ → ExcAlg N
  | 0 => 0
  | m + 1 => v - disconnected N (clusterIter N v m)
```

The next two lemmas supply $x^{N+1}=0$ and the factor $x$ in each $t\in V$.

```lean
variable {N : ℕ} {S : Set ℕ}

/-- Exciting more than `N` times gives zero. -/
theorem exc_pow_eq_zero (N : ℕ) : exc N ^ (N + 1) = 0 := by
  rw [exc, ← map_pow]
  exact Ideal.Quotient.eq_zero_iff_mem.2 (Ideal.mem_span_singleton_self _)

/-- If all ranks in `S` are positive, a cluster operator contains a factor `x`, and its
power `N + 1` vanishes. -/
theorem exc_dvd (h0 : 0 ∉ S) {t : ExcAlg N} (ht : t ∈ ampl N S) :
    exc N ∣ t ∧ t ^ (N + 1) = 0 := by
  have hd : exc N ∣ t := by
    induction ht using Submodule.span_induction with
    | mem v hv =>
      obtain ⟨k, hk, rfl⟩ := hv
      exact dvd_pow_self _ (fun h => h0 (h ▸ hk))
    | zero => exact dvd_zero _
    | add u v _ _ hu hv => exact dvd_add hu hv
    | smul c v _ hv =>
      obtain ⟨w, hw⟩ := hv
      rw [hw]
      exact Dvd.intro _ (mul_smul_comm _ _ _)
  refine ⟨hd, ?_⟩
  obtain ⟨w, hw⟩ := hd
  rw [hw, mul_pow, exc_pow_eq_zero, zero_mul]
```

Q: In a quotient, can you still speak of "the coefficient of $x^m$"?

A: For $m\le N$, yes. Two representatives of the same class differ by a multiple of $X^{N+1}$, which leaves those coefficients alone. Each element of $V$ has a representative containing only ranks in $S$, found by induction over the span. Hence every representative has coefficient zero at each $m\le N$ outside $S$.

```lean
/-- A polynomial that represents an element of `V` has no component of a rank `m ≤ N`
outside `S`. -/
theorem coeff_eq_zero_of_mem {p : ℝ[X]} (hp : proj N p ∈ ampl N S) {m : ℕ}
    (hm : m ≤ N) (hmS : m ∉ S) : p.coeff m = 0 := by
  -- choose a representative that has only ranks in `S`
  obtain ⟨q, hq, hqS⟩ : ∃ q : ℝ[X], proj N q = proj N p ∧ ∀ k, k ∉ S → q.coeff k = 0 := by
    generalize proj N p = v at hp ⊢
    induction hp using Submodule.span_induction with
    | mem v hv =>
      obtain ⟨k, hk, rfl⟩ := hv
      exact ⟨X ^ k, map_pow _ _ _, fun l hl => by
        rw [coeff_X_pow, if_neg (fun h : l = k => hl (h ▸ hk))]⟩
    | zero => exact ⟨0, map_zero _, fun _ _ => coeff_zero _⟩
    | add u v _ _ hu hv =>
      obtain ⟨p, hp, hpS⟩ := hu
      obtain ⟨q, hq, hqS⟩ := hv
      exact ⟨p + q, by rw [map_add, hp, hq], fun l hl => by
        rw [coeff_add, hpS l hl, hqS l hl, add_zero]⟩
    | smul c v _ hv =>
      obtain ⟨p, hp, hpS⟩ := hv
      exact ⟨c • p, by rw [map_smul, hp], fun l hl => by
        rw [coeff_smul, hpS l hl, smul_zero]⟩
  have h0 : proj N (p - q) = 0 := by rw [map_sub, hq, sub_self]
  have hd : p - q ∈ Ideal.span {(X : ℝ[X]) ^ (N + 1)} :=
    Ideal.Quotient.eq_zero_iff_mem.1 h0
  have h := X_pow_dvd_iff.1 (Ideal.mem_span_singleton.1 hd) m (by omega)
  rwa [coeff_sub, hqS m hmS, sub_zero] at h
```

Q: Suppose the ranks are closed. Why is $\exp(V)$ inside $1+V$?

A: The product $x^ix^j=x^{i+j}$ is in $V$ if $i+j\le N$ and is zero otherwise. So $V$ is stable under products, $D$ maps $V$ into $V$, and $\exp t-1=t+D(t)$ is in $V$.

```lean
/-- For additively closed ranks and `t` in `V`, the higher-order part `disconnected N t` is also in
`V`. -/
theorem disconnected_mem (hS : RankClosed N S) {t : ExcAlg N} (ht : t ∈ ampl N S) :
    disconnected N t ∈ ampl N S := by
  have hmul : ampl N S * ampl N S ≤ ampl N S := by
    rw [Submodule.span_mul_span, Submodule.span_le]
    rintro _ ⟨_, ⟨i, hi, rfl⟩, _, ⟨j, hj, rfl⟩, rfl⟩
    change exc N ^ i * exc N ^ j ∈ ampl N S
    rw [← pow_add]
    by_cases h : i + j ≤ N
    · exact Submodule.subset_span ⟨i + j, hS i hi j hj h, rfl⟩
    · rw [pow_eq_zero_of_le (by omega) (exc_pow_eq_zero N)]
      exact Submodule.zero_mem _
  have hpow : ∀ k : ℕ, t ^ (k + 1) ∈ ampl N S := by
    intro k
    induction k with
    | zero => simpa using ht
    | succ k ih =>
      rw [pow_succ t (k + 1)]
      exact hmul (Submodule.mul_mem_mul ih ht)
  exact Submodule.sum_mem _ fun k _ => Submodule.smul_mem _ _ (hpow (k + 1))

/-- The cluster exponential is the reference, plus the linear term, plus the
higher-order part. -/
theorem clusterExp_eq (N : ℕ) (t : ExcAlg N) :
    clusterExp N t = 1 + t + disconnected N t := by
  let f : ℕ → ExcAlg N := fun k => ((k.factorial : ℝ)⁻¹) • t ^ k
  have h : clusterExp N t = disconnected N t + ((Nat.factorial 1 : ℝ)⁻¹) • t ^ 1
      + ((Nat.factorial 0 : ℝ)⁻¹) • t ^ 0 :=
    (Finset.sum_range_succ' f (N + 1)).trans
      (congrArg (· + f 0) (Finset.sum_range_succ' (fun k => f (k + 1)) N))
  rw [h, Nat.factorial_one, Nat.factorial_zero, Nat.cast_one, inv_one, one_smul, one_smul,
    pow_one, pow_zero]
  ring
```

Q: The converse worries me more. Given a CI vector $1+v$, who guarantees cluster amplitudes within the same ranks?

A: The iteration does. Let $t,s$ have a factor $x$, and let $x^n$ divide $t-s$. For $k\ge0$,
$$t^{k+2}-s^{k+2}=t^{k+1}(t-s)+(t^{k+1}-s^{k+1})s.$$
Both terms contain $t-s$ and a further factor $x$, so $x^{n+1}$ divides $D(t)-D(s)$.

```lean
/-- If two operators with a factor `x` agree below order `n`, their higher-order parts
agree below order `n + 1`. -/
theorem disconnected_contract {t s : ExcAlg N} (ht : exc N ∣ t) (hs : exc N ∣ s) {n : ℕ}
    (h : exc N ^ n ∣ t - s) :
    exc N ^ (n + 1) ∣ disconnected N t - disconnected N s := by
  unfold disconnected
  rw [← Finset.sum_sub_distrib]
  refine Finset.dvd_sum fun k _ => ?_
  have h1 : exc N ^ (n + 1) ∣ t ^ (k + 1) * (t - s) := by
    rw [pow_succ' (exc N) n]
    exact mul_dvd_mul (dvd_pow ht (Nat.succ_ne_zero k)) h
  have h2 : exc N ^ (n + 1) ∣ (t ^ (k + 1) - s ^ (k + 1)) * s := by
    rw [pow_succ (exc N) n]
    exact mul_dvd_mul (h.trans (sub_dvd_pow_sub_pow t s (k + 1))) hs
  have h3 : t ^ (k + 2) - s ^ (k + 2)
      = t ^ (k + 1) * (t - s) + (t ^ (k + 1) - s ^ (k + 1)) * s := by ring
  obtain ⟨w, hw⟩ := dvd_add h1 h2
  rw [← smul_sub, h3, hw]
  exact Dvd.intro _ (mul_smul_comm _ _ _)
```

All $t_m$ stay in $V$. Since $t_1-t_0=v$ is divisible by $x$, induction gives $x^{m+1}\mid t_{m+1}-t_m$. At $m=N$ the difference vanishes, so $t_N=v-D(t_N)$, which is $\exp t_N=1+v$.

```lean
/-- For positive, additively closed ranks, `N` steps of the amplitude iteration give a
cluster operator in `V` whose exponential is exactly the CI operator `1 + v`. -/
theorem clusterExp_iter (h0 : 0 ∉ S) (hS : RankClosed N S) {v : ExcAlg N}
    (hv : v ∈ ampl N S) :
    clusterIter N v N ∈ ampl N S ∧ clusterExp N (clusterIter N v N) = 1 + v := by
  have hmem : ∀ m, clusterIter N v m ∈ ampl N S := by
    intro m
    induction m with
    | zero => exact Submodule.zero_mem _
    | succ m ih => exact Submodule.sub_mem _ hv (disconnected_mem hS ih)
  -- each step fixes one more order in `x`
  have hstep : ∀ m, exc N ^ (m + 1) ∣ clusterIter N v (m + 1) - clusterIter N v m := by
    intro m
    induction m with
    | zero => simpa [clusterIter, disconnected] using (exc_dvd h0 hv).1
    | succ m ih =>
      have e : clusterIter N v (m + 1 + 1) - clusterIter N v (m + 1)
          = -(disconnected N (clusterIter N v (m + 1))
            - disconnected N (clusterIter N v m)) := by
        change (v - disconnected N (clusterIter N v (m + 1)))
          - (v - disconnected N (clusterIter N v m)) = _
        ring
      rw [e]
      exact (dvd_neg).2 (disconnected_contract (exc_dvd h0 (hmem _)).1
        (exc_dvd h0 (hmem _)).1 ih)
  have hfix := hstep N
  rw [exc_pow_eq_zero, zero_dvd_iff] at hfix
  change v - disconnected N (clusterIter N v N) - clusterIter N v N = 0 at hfix
  refine ⟨hmem N, ?_⟩
  rw [clusterExp_eq]
  linear_combination -hfix
```

Q: And if the ranks are not closed, might the unwanted terms cancel?

A: Not for a well-chosen $t$. Take $i,j\in S$ with $i+j\le N$, and $t=x^i+x^j$. Every coefficient in the series is nonnegative, and $t^2/2$ contributes a positive amount at $x^{i+j}$: $1$ if $i\ne j$, $2$ if $i=j$. If $\exp t-1$ lies in $V$, then $i+j$ must be in $S$. The proof does this with the polynomial `p`, assumes $i+j\notin S$, and contradicts the zero coefficient found earlier.

```lean
/-- If all ranks in `S` are positive and the exponential of every operator in `V` lies in
`1 + V`, then the ranks are additively closed. -/
theorem rankClosed_of_exp_mem (h0 : 0 ∉ S)
    (h : ∀ t ∈ ampl N S, clusterExp N t - 1 ∈ ampl N S) : RankClosed N S := by
  intro i hi j hj hij
  by_contra hm
  have hi0 : i ≠ 0 := fun e => h0 (e ▸ hi)
  -- test operator `x^i + x^j`
  obtain ⟨p, hp⟩ : ∃ p : ℝ[X], p = X ^ i + X ^ j := ⟨_, rfl⟩
  have hpV : proj N p ∈ ampl N S := by
    rw [hp, map_add, map_pow, map_pow]
    exact Submodule.add_mem _ (Submodule.subset_span ⟨i, hi, rfl⟩)
      (Submodule.subset_span ⟨j, hj, rfl⟩)
  have hE : proj N (∑ k ∈ Finset.range (N + 2), ((k.factorial : ℝ)⁻¹) • p ^ k - 1)
      = clusterExp N (proj N p) - 1 := by
    simp only [clusterExp, map_sub, map_sum, map_smul, map_pow, map_one]
  have hmem := h _ hpV
  rw [← hE] at hmem
  have hc := coeff_eq_zero_of_mem hmem hij hm
  rw [coeff_sub, finsetSum_coeff, coeff_one, if_neg (by omega), sub_zero] at hc
  -- no cancellation is possible, since all coefficients are nonnegative
  have hp1 : ∀ l, 0 ≤ p.coeff l := by
    intro l
    rw [hp, coeff_add, coeff_X_pow, coeff_X_pow]
    split_ifs <;> norm_num
  have hnn : ∀ k l : ℕ, 0 ≤ (p ^ k).coeff l := by
    intro k
    induction k with
    | zero =>
      intro l
      rw [pow_zero, coeff_one]
      split_ifs <;> norm_num
    | succ k ih =>
      intro l
      rw [pow_succ, coeff_mul]
      exact Finset.sum_nonneg fun x _ => mul_nonneg (ih _) (hp1 _)
  have hpi : 0 < p.coeff i := by
    rw [hp, coeff_add, coeff_X_pow_self, coeff_X_pow]
    split_ifs <;> norm_num
  have hpj : 0 < p.coeff j := by
    rw [hp, add_comm, coeff_add, coeff_X_pow_self, coeff_X_pow]
    split_ifs <;> norm_num
  have h2 : 0 < (p ^ 2).coeff (i + j) := by
    rw [sq, coeff_mul]
    exact Finset.sum_pos' (fun x _ => mul_nonneg (hp1 _) (hp1 _))
      ⟨(i, j), by simp, mul_pos hpi hpj⟩
  refine (Finset.sum_pos' (fun k _ => ?_)
    ⟨2, Finset.mem_range.2 (by omega), ?_⟩).ne' hc
  · rw [coeff_smul, smul_eq_mul]
    exact mul_nonneg (by positivity) (hnn k _)
  · rw [coeff_smul, smul_eq_mul]
    exact mul_pos (by positivity) h2
```

Q: So what does the main theorem say, and what does it leave open?

A: For $0\notin S$, the image of $V$ under `clusterExp` equals the image under $v\mapsto1+v$ if and only if `RankClosed N S`. The hypothesis `0 ∉ S` is intermediate normalisation: the reference keeps coefficient one. The equality is between sets of operators; no Hamiltonian, energy or projected equation enters. There is also just one amplitude per rank, whereas a molecule has many.

```lean
/-- For a set `S` of positive ranks, the CC set `exp(V)` equals the CI set `1 + V` if and
only if the ranks are additively closed up to `N`. -/
theorem cc_eq_ci_iff (h0 : 0 ∉ S) :
    clusterExp N '' (ampl N S : Set (ExcAlg N))
      = (fun v => 1 + v) '' (ampl N S : Set (ExcAlg N)) ↔ RankClosed N S := by
  constructor
  · intro h
    refine rankClosed_of_exp_mem h0 fun t ht => ?_
    obtain ⟨v, hv, hvt⟩ := h.subset (Set.mem_image_of_mem (clusterExp N) ht)
    change 1 + v = clusterExp N t at hvt
    rw [← hvt, add_sub_cancel_left]
    exact hv
  · intro hS
    ext c
    constructor
    · rintro ⟨t, ht, rfl⟩
      exact ⟨t + disconnected N t, Submodule.add_mem _ ht (disconnected_mem hS ht),
        ((clusterExp_eq N t).trans (add_assoc _ _ _)).symm⟩
    · rintro ⟨v, hv, rfl⟩
      exact ⟨clusterIter N v N, clusterExp_iter h0 hS hv⟩
```

Q: And ordinary truncation?

A: Let $S=\{1,\dots,n\}$ with $n\ge1$. If $n<N$, then $1$ and $n$ are in $S$ but $n+1\le N$ is not, so closure fails. If $n\ge N$, every sum up to $N$ is in $S$. In this one-generator model, therefore, the CC and CI sets truncated at the same rank are different sets of operators until the truncation reaches the maximal rank $N$.

```lean
/-- With all ranks from `1` to `n` kept, `n ≥ 1`, the CC and CI sets coincide if and only
if `n` reaches the maximal rank `N`. -/
theorem truncated_cc_eq_ci_iff {n : ℕ} (hn : 1 ≤ n) :
    clusterExp N '' (ampl N (Set.Icc 1 n) : Set (ExcAlg N))
      = (fun v => 1 + v) '' (ampl N (Set.Icc 1 n) : Set (ExcAlg N)) ↔ N ≤ n := by
  rw [cc_eq_ci_iff (by simp)]
  constructor
  · intro h
    by_contra hN
    have h1 := (h 1 ⟨le_rfl, hn⟩ n ⟨hn, le_rfl⟩ (by omega)).2
    omega
  · intro hN i hi j hj hij
    have h1 := hi.1
    exact ⟨by omega, by omega⟩

end

end ClusterVersusCI
```

```lean
#print axioms ClusterVersusCI.rankClosed_of_exp_mem
#print axioms ClusterVersusCI.truncated_cc_eq_ci_iff
```

```
'ClusterVersusCI.rankClosed_of_exp_mem' depends on axioms: [propext, Classical.choice, Quot.sound]
'ClusterVersusCI.truncated_cc_eq_ci_iff' depends on axioms: [propext, Classical.choice, Quot.sound]
```
